# The diamond structure factor vanishes exactly on the fcc shells congruent to 4 modulo 8

Let $h,k,l$ be integers that are all even or all odd. Then

$$\cos\frac{\pi(h+k+l)}{4}=0\quad\Longleftrightarrow\quad h^2+k^2+l^2\equiv 4 \pmod 8 .$$

If a crystal potential is a sum of identical spherical atomic potentials on the diamond structure, it therefore has no Fourier component on shells 4 and 12. In an empirical pseudopotential model of this local, superposed kind, with a cutoff at shell 12, only shells 3, 8 and 11 need a fitted form factor, apart from the constant term.

```lean
import Mathlib

open scoped Real

namespace DiamondPseudopotentialShells

noncomputable section
```

## A nonzero lattice constant

The cubic lattice constant $a$ sets the scale of the reciprocal vector $G=(2\pi/a)(h,k,l)$. The two atoms of the cell sit at $\mp\tau$ with $\tau=(a/8)(1,1,1)$, so the origin is the bond centre. The shell number is $h^2+k^2+l^2$, the squared length of $G$ in units of $(2\pi/a)^2$.

The definitions follow this closely. `SameParity` is the condition on the indices, and `recip` and `tau` are real 3-vectors.

```lean
/-- The three Miller indices are all even or all odd, as for an fcc reciprocal vector. -/
def SameParity (h k l : ℤ) : Prop := h % 2 = k % 2 ∧ k % 2 = l % 2

/-- The shell number: the squared length of the reciprocal vector in units of `(2π/a)²`. -/
def shell (h k l : ℤ) : ℤ := h ^ 2 + k ^ 2 + l ^ 2

/-- The reciprocal vector `G = (2π/a)(h, k, l)` for cubic lattice constant `a`. -/
def recip (a : ℝ) (h k l : ℤ) : Fin 3 → ℝ :=
  ![2 * π / a * h, 2 * π / a * k, 2 * π / a * l]

/-- The atomic position `τ = (a/8)(1, 1, 1)`, measured from the bond centre. -/
def tau (a : ℝ) : Fin 3 → ℝ := fun _ => a / 8

/-- The symmetric structure factor `cos(π(h+k+l)/4)`. -/
def symFactor (h k l : ℤ) : ℝ := Real.cos (π * ((h + k + l : ℤ) : ℝ) / 4)

/-- The antisymmetric structure factor `sin(π(h+k+l)/4)`. -/
def antiFactor (h k l : ℤ) : ℝ := Real.sin (π * ((h + k + l : ℤ) : ℝ) / 4)
```

An atom at position $R$ contributes its form factor times $e^{-iG\cdot R}$. With form factors $v_1$ at $-\tau$ and $v_2$ at $\tau$, the Fourier component is

$$V(G)=\tfrac12\left(v_1e^{iG\cdot\tau}+v_2e^{-iG\cdot\tau}\right).$$

The factor $\tfrac12$ means that form factors are normalised to the volume per atom. In `cellPotential` they are arbitrary complex numbers, given for one $G$ at a time.

```lean
/-- The Fourier component at `G` of the potential of two atoms per cell, at `-τ` and `τ`,
with form factors `v₁` and `v₂`. -/
def cellPotential (a : ℝ) (v₁ v₂ : ℂ) (h k l : ℤ) : ℂ :=
  (v₁ * Complex.exp (((recip a h k l ⬝ᵥ tau a : ℝ) : ℂ) * Complex.I)
    + v₂ * Complex.exp (-((recip a h k l ⬝ᵥ tau a : ℝ) : ℂ) * Complex.I)) / 2
```

The condition $a\neq0$ enters when the lattice constant cancels from the phase:

$$G\cdot\tau=\frac{2\pi}{a}\cdot\frac a8\,(h+k+l)=\frac{\pi(h+k+l)}{4}.$$

In the proof, `field_simp` makes this cancellation. At $a=0$ there is no crystal, and Lean's convention for division by zero would make every phase zero, so the formula would fail.

```lean
/-- For `a ≠ 0`, the dot product `G · τ` equals `π(h+k+l)/4`. -/
theorem recip_dot_tau {a : ℝ} (ha : a ≠ 0) (h k l : ℤ) :
    recip a h k l ⬝ᵥ tau a = π * ((h + k + l : ℤ) : ℝ) / 4 := by
  have e : recip a h k l ⬝ᵥ tau a
      = 2 * π / a * h * (a / 8) + 2 * π / a * k * (a / 8) + 2 * π / a * l * (a / 8) := by
    simp [recip, tau, dotProduct, Fin.sum_univ_three]
  rw [e]
  push_cast
  field_simp
  ring
```

Write $\theta=G\cdot\tau$. Inserting $e^{\pm i\theta}=\cos\theta\pm i\sin\theta$ and collecting terms gives

$$V(G)=\frac{v_1+v_2}{2}\cos\theta+i\,\frac{v_1-v_2}{2}\sin\theta .$$

The next proof does the same: it replaces the phase by $\theta$, applies Euler's formula to both atoms, and leaves the algebra to `ring`.

```lean
/-- The potential of the two-atom cell splits into the mean form factor times the cosine
and half the form-factor difference times `i` times the sine. -/
theorem cellPotential_eq {a : ℝ} (ha : a ≠ 0) (v₁ v₂ : ℂ) (h k l : ℤ) :
    cellPotential a v₁ v₂ h k l
      = (v₁ + v₂) / 2 * (symFactor h k l : ℂ)
        + Complex.I * ((v₁ - v₂) / 2) * (antiFactor h k l : ℂ) := by
  unfold cellPotential symFactor antiFactor
  rw [recip_dot_tau ha]
  generalize π * ((h + k + l : ℤ) : ℝ) / 4 = θ
  -- Euler's formula for both atoms
  rw [Complex.exp_mul_I, Complex.exp_mul_I, Complex.cos_neg, Complex.sin_neg,
    Complex.ofReal_cos, Complex.ofReal_sin]
  ring
```

## Indices of equal parity

Equal parity says that $(h,k,l)$ labels a reciprocal vector of the fcc lattice. It isn't needed to find the zeros of the structure factors in terms of the sum $s=h+k+l$. The cosine vanishes when $\pi s/4=(2n+1)\pi/2$ for an integer $n$, which means $s=4n+2$. The sine vanishes when $\pi s/4=n\pi$, which means $s=4n$. The two lemmas below cancel $\pi$ from these equations and return to the integers.

```lean
/-- For an integer `s`, `cos(πs/4)` vanishes exactly when `s` leaves remainder 2 modulo 4. -/
theorem cos_quarter_eq_zero_iff (s : ℤ) : Real.cos (π * (s : ℝ) / 4) = 0 ↔ s % 4 = 2 := by
  rw [Real.cos_eq_zero_iff]
  constructor
  · rintro ⟨n, hn⟩
    have h1 : (s : ℝ) = 4 * n + 2 := by
      apply mul_left_cancel₀ Real.pi_ne_zero
      linear_combination 4 * hn
    have h2 : s = 4 * n + 2 := by exact_mod_cast h1
    omega
  · intro hs
    obtain ⟨n, rfl⟩ : ∃ n, s = 4 * n + 2 := ⟨s / 4, by omega⟩
    refine ⟨n, ?_⟩
    push_cast
    ring

/-- For an integer `s`, `sin(πs/4)` vanishes exactly when 4 divides `s`. -/
theorem sin_quarter_eq_zero_iff (s : ℤ) : Real.sin (π * (s : ℝ) / 4) = 0 ↔ s % 4 = 0 := by
  rw [Real.sin_eq_zero_iff]
  constructor
  · rintro ⟨n, hn⟩
    have h1 : (s : ℝ) = 4 * n := by
      apply mul_left_cancel₀ Real.pi_ne_zero
      linear_combination -4 * hn
    have h2 : s = 4 * n := by exact_mod_cast h1
    omega
  · intro hs
    obtain ⟨n, rfl⟩ : ∃ n, s = 4 * n := ⟨s / 4, by omega⟩
    refine ⟨n, ?_⟩
    push_cast
    ring
```

To pass from the sum to the shell number, write $h=4q+r$ with $r\in\{0,1,2,3\}$. Then $h^2=16q^2+8qr+r^2\equiv r^2 \pmod 8$, so the square leaves remainder $0,1,4,1$ respectively.

```lean
/-- The remainder of an integer modulo 4 fixes the remainder of its square modulo 8. -/
theorem sq_mod_eight (h : ℤ) :
    (h % 4 = 0 ∧ h ^ 2 % 8 = 0) ∨ (h % 4 = 1 ∧ h ^ 2 % 8 = 1) ∨
    (h % 4 = 2 ∧ h ^ 2 % 8 = 4) ∨ (h % 4 = 3 ∧ h ^ 2 % 8 = 1) := by
  obtain ⟨a, ha⟩ : ∃ a, h = 4 * a ∨ h = 4 * a + 1 ∨ h = 4 * a + 2 ∨ h = 4 * a + 3 :=
    ⟨h / 4, by omega⟩
  rcases ha with ha | ha | ha | ha
  · have e : h ^ 2 = 8 * (2 * a ^ 2) := by rw [ha]; ring
    omega
  · have e : h ^ 2 = 8 * (2 * a ^ 2 + a) + 1 := by rw [ha]; ring
    omega
  · have e : h ^ 2 = 8 * (2 * a ^ 2 + 2 * a) + 4 := by rw [ha]; ring
    omega
  · have e : h ^ 2 = 8 * (2 * a ^ 2 + 3 * a + 1) + 1 := by rw [ha]; ring
    omega
```

Parity is now used to separate two cases.

- **All even.** Let $m$ of the three indices be congruent to 2 modulo 4. Then $s\equiv 2m\pmod 4$, and the shell number is congruent to $4m$ modulo 8. For odd $m$ these are 2 and 4, and the cosine vanishes. For even $m$ both are 0, and the sine vanishes.
- **All odd.** The sum is odd, so neither factor vanishes. The shell number is congruent to $1+1+1=3$ modulo 8.

The theorem states both equivalences. Its proof runs through the $4^3=64$ combinations of residues, and `omega` settles each one, using the parity hypothesis to discard the mixed combinations.

```lean
/-- On the fcc reciprocal lattice the symmetric structure factor vanishes exactly on the
shells with `h² + k² + l² ≡ 4` modulo 8, and the antisymmetric one exactly on those with
`h² + k² + l² ≡ 0` modulo 8. -/
theorem structure_factors_eq_zero_iff {h k l : ℤ} (hp : SameParity h k l) :
    (symFactor h k l = 0 ↔ shell h k l % 8 = 4) ∧
    (antiFactor h k l = 0 ↔ shell h k l % 8 = 0) := by
  unfold symFactor antiFactor
  rw [cos_quarter_eq_zero_iff, sin_quarter_eq_zero_iff]
  obtain ⟨h1, h2⟩ := hp
  unfold shell
  -- run through the residues of the three indices modulo 4
  rcases sq_mod_eight h with ⟨a, b⟩ | ⟨a, b⟩ | ⟨a, b⟩ | ⟨a, b⟩ <;>
  rcases sq_mod_eight k with ⟨c, d⟩ | ⟨c, d⟩ | ⟨c, d⟩ | ⟨c, d⟩ <;>
  rcases sq_mod_eight l with ⟨e, f⟩ | ⟨e, f⟩ | ⟨e, f⟩ | ⟨e, f⟩ <;>
  constructor <;> omega
```

## Identical atoms with a nonzero form factor

Diamond has the same element on both sites. If both atoms are given the same spherical potential, then $v_1=v_2=v$. The sine term disappears and $V(G)=v\cos\theta$. If $v\neq0$, this product vanishes only through the cosine, which is the step `or_iff_right hv` at the end of the proof.

```lean
/-- With two identical atoms of nonzero form factor `v`, the diamond potential has no Fourier
component at an fcc reciprocal vector exactly when its shell number is 4 modulo 8. -/
theorem diamond_potential_eq_zero_iff {a : ℝ} (ha : a ≠ 0) {v : ℂ} (hv : v ≠ 0)
    {h k l : ℤ} (hp : SameParity h k l) :
    cellPotential a v v h k l = 0 ↔ shell h k l % 8 = 4 := by
  have e : cellPotential a v v h k l = v * (symFactor h k l : ℂ) := by
    rw [cellPotential_eq ha]
    ring
  rw [e, mul_eq_zero, Complex.ofReal_eq_zero, (structure_factors_eq_zero_iff hp).1]
  exact or_iff_right hv
```

If $v=0$ at some $G$, the component is absent whatever the shell. If the atoms differ, as in zincblende, the sine term returns: at $(2,0,0)$ the phase is $\pi/2$ and $V=i(v_1-v_2)/2$. In a real crystal, charge accumulated in the bonds can also give the potential a nonzero component at $(2,2,2)$, which a superposition with one common form factor cannot represent.

A few values for diamond:

| $(h,k,l)$ | shell | $\theta$ | $V(G)$ |
|---|---|---|---|
| $(0,0,0)$ | 0 | $0$ | $v$ |
| $(1,1,1)$ | 3 | $3\pi/4$ | $-v/\sqrt2\approx-0.707\,v$ |
| $(2,0,0)$ | 4 | $\pi/2$ | $0$ |
| $(2,2,0)$ | 8 | $\pi$ | $-v$ |

Here $v$ is the form factor at the vector in question and generally differs from row to row. The first row is the smallest case: all phases are equal, and the component is the average potential, which only shifts the zero of energy.

## A cutoff at shell 12

The bound $h^2+k^2+l^2\le12$ stands for truncating the potential at short wavelengths. The equivalences modulo 8 do not need it; it only makes the list of shells finite. By the two parity cases, an fcc shell number is congruent to 0, 3 or 4 modulo 8, which up to 12 leaves 0, 3, 4, 8, 11 and 12. The cosine removes 4 and 12, and the sine removes 0 and 8. The proof establishes the same three residues and lets `omega` read off the lists.

```lean
/-- Among fcc reciprocal vectors up to shell 12, the symmetric structure factor survives
exactly on shells 0, 3, 8, 11 and the antisymmetric one exactly on shells 3, 4, 11, 12. -/
theorem surviving_shells {h k l : ℤ} (hp : SameParity h k l) (hc : shell h k l ≤ 12) :
    (symFactor h k l ≠ 0 ↔ shell h k l = 0 ∨ shell h k l = 3 ∨ shell h k l = 8 ∨
      shell h k l = 11) ∧
    (antiFactor h k l ≠ 0 ↔ shell h k l = 3 ∨ shell h k l = 4 ∨ shell h k l = 11 ∨
      shell h k l = 12) := by
  have h0 : 0 ≤ shell h k l := by unfold shell; positivity
  -- an fcc shell number is 0, 3 or 4 modulo 8
  have hm : shell h k l % 8 = 0 ∨ shell h k l % 8 = 3 ∨ shell h k l % 8 = 4 := by
    obtain ⟨h1, h2⟩ := hp
    unfold shell
    rcases sq_mod_eight h with ⟨a, b⟩ | ⟨a, b⟩ | ⟨a, b⟩ | ⟨a, b⟩ <;>
    rcases sq_mod_eight k with ⟨c, d⟩ | ⟨c, d⟩ | ⟨c, d⟩ | ⟨c, d⟩ <;>
    rcases sq_mod_eight l with ⟨e, f⟩ | ⟨e, f⟩ | ⟨e, f⟩ | ⟨e, f⟩ <;> omega
  obtain ⟨hs, ht⟩ := structure_factors_eq_zero_iff hp
  rw [ne_eq, ne_eq, hs, ht]
  constructor <;> omega
```

Without the bound the lists would be incomplete: $(4,0,0)$ lies on shell 16, where the cosine is $-1$.

Each of the six shells does contain an fcc reciprocal vector, as explicit examples show.

```lean
/-- The vectors (000), (111), (200), (220), (311) and (222) have indices of equal parity and
lie on shells 0, 3, 4, 8, 11 and 12. -/
theorem occupied_shells_witness :
    (SameParity 0 0 0 ∧ shell 0 0 0 = 0) ∧ (SameParity 1 1 1 ∧ shell 1 1 1 = 3) ∧
    (SameParity 2 0 0 ∧ shell 2 0 0 = 4) ∧ (SameParity 2 2 0 ∧ shell 2 2 0 = 8) ∧
    (SameParity 3 1 1 ∧ shell 3 1 1 = 11) ∧ (SameParity 2 2 2 ∧ shell 2 2 2 = 12) := by
  norm_num [SameParity, shell]
```

## Mixed parity breaks the equivalence

For $(1,1,0)$ the sum is 2, so the cosine is $\cos(\pi/2)=0$, yet the shell number is 2. The rule modulo 8 therefore fails for general integer triples. This does no harm to the physics, because $(1,1,0)$ is not a reciprocal vector of the fcc lattice.

```lean
/-- For the mixed-parity triple (110) the cosine vanishes although `h² + k² + l²` is not 4
modulo 8. -/
theorem mixed_parity_counterexample :
    symFactor 1 1 0 = 0 ∧ shell 1 1 0 % 8 ≠ 4 := by
  constructor
  · exact (cos_quarter_eq_zero_iff (1 + 1 + 0)).2 (by norm_num)
  · norm_num [shell]

end

end DiamondPseudopotentialShells
```

```lean
#print axioms DiamondPseudopotentialShells.structure_factors_eq_zero_iff
#print axioms DiamondPseudopotentialShells.diamond_potential_eq_zero_iff
#print axioms DiamondPseudopotentialShells.surviving_shells
#print axioms DiamondPseudopotentialShells.mixed_parity_counterexample
```

```
'DiamondPseudopotentialShells.structure_factors_eq_zero_iff' depends on axioms: [propext, Classical.choice, Quot.sound]
'DiamondPseudopotentialShells.diamond_potential_eq_zero_iff' depends on axioms: [propext, Classical.choice, Quot.sound]
'DiamondPseudopotentialShells.surviving_shells' depends on axioms: [propext, Classical.choice, Quot.sound]
'DiamondPseudopotentialShells.mixed_parity_counterexample' depends on axioms: [propext, Classical.choice, Quot.sound]
```
